# Stationary distributions of a finite, connected master equation are positive in every state

The theorem `kernel_pos` concerns a master equation `p' = W p` on finitely many states, with constant jump rates and every column of `W` summing to zero. If every nonempty set of states short of the whole space can be left by a jump of positive rate, then a nonzero vector `u` with nonnegative entries and `W *ᵥ u = 0` has every entry strictly positive. The vector needn't be normalised; the stationary probabilities are its entries divided by their sum. The attempt supposes that some state `i` is empty, and takes a jump from an occupied state `j` to an empty state `k`. The terms of the stationary equation at `k` are nonnegative and sum to zero, so each is zero, yet the one from `j` is positive.

The first attempt, which Lean rejects:

```lean
import Mathlib

open Matrix Finset

namespace KernelPos

variable {n : Type*} [Fintype n]

/-- The matrix of a master equation `p' = W p`: `W i j` is the rate of the jump from `j` to `i`,
nonnegative for `i ≠ j`, and every column sums to zero. -/
structure IsRateMatrix (W : Matrix n n ℝ) : Prop where
  rate_nonneg : ∀ i j, i ≠ j → 0 ≤ W i j
  col_sum : ∀ j, ∑ i, W i j = 0

/-- Every nonempty set of states other than the whole state space can be left by a jump
with positive rate. -/
def IsConnected (W : Matrix n n ℝ) : Prop :=
  ∀ S : Finset n, S.Nonempty → S ≠ univ → ∃ j ∈ S, ∃ i, i ∉ S ∧ 0 < W i j

/-- For a connected rate matrix, a nonzero kernel vector with nonnegative entries is
strictly positive in every state. -/
theorem kernel_pos {W : Matrix n n ℝ} (hW : IsRateMatrix W) (hc : IsConnected W)
    {u : n → ℝ} (hu0 : ∀ i, 0 ≤ u i) (hne : u ≠ 0) (hu : W *ᵥ u = 0) (i : n) : 0 < u i := by
  classical
  by_contra hi
  obtain ⟨m, hm⟩ := Function.ne_iff.mp hne
  have hm' : 0 < u m := lt_of_le_of_ne (hu0 m) (Ne.symm hm)
  -- a jump leads out of the set of occupied states
  obtain ⟨j, hj, k, hk, hr⟩ := hc (univ.filter fun l => 0 < u l)
    ⟨m, Finset.mem_filter.mpr ⟨mem_univ m, hm'⟩⟩
    (fun h => hi (Finset.mem_filter.mp (h ▸ mem_univ i)).2)
  have huj : 0 < u j := (Finset.mem_filter.mp hj).2
  have huk : u k = 0 := le_antisymm
    (not_lt.mp fun h => hk (Finset.mem_filter.mpr ⟨mem_univ k, h⟩)) (hu0 k)
  -- but the gain of the empty state `k` is zero term by term
  have hterm : ∀ l ∈ (univ : Finset n), 0 ≤ W k l * u l := by
    intro l _
    by_cases hkl : k = l
    · rw [← hkl, huk, mul_zero]
    · exact mul_nonneg (hW.rate_nonneg k l hkl) (hu0 l)
  have hsum : ∑ l, W k l * u l = 0 := congrFun hu k
  have hz := (Finset.sum_eq_zero_iff_of_nonneg hterm).mp hsum j (mem_univ j)
  exact (mul_pos hr huj).ne' hz

end KernelPos
```

Compiling this gives:

```
Main.lean:31:40: error: Type mismatch
  Eq.symm h ▸ mem_univ i
has type
  Membership.mem.{u_1, u_1} {l | 0 < u l} i
but is expected to have type
  Membership.mem.{0, 0} (filter (LT.lt 0) (?m.94 h)) (u i)
```

This version goes through:

```diff
@@ -29,5 +29,10 @@
   obtain ⟨j, hj, k, hk, hr⟩ := hc (univ.filter fun l => 0 < u l)
     ⟨m, Finset.mem_filter.mpr ⟨mem_univ m, hm'⟩⟩
-    (fun h => hi (Finset.mem_filter.mp (h ▸ mem_univ i)).2)
+    (by
+      intro h
+      have hiS : i ∈ univ.filter (fun l => 0 < u l) := by
+        rw [h]
+        exact mem_univ i
+      exact hi (Finset.mem_filter.mp hiS).2)
   have huj : 0 < u j := (Finset.mem_filter.mp hj).2
   have huk : u k = 0 := le_antisymm
```

What went wrong. The error lies in the proof that the occupied states aren't the whole space. There `hi` wants a proof of `0 < u i`, and `Finset.mem_filter` has to supply it as the second half of its conclusion, the predicate applied to the element. Neither had been fixed yet, and Lean split `0 < u i` the wrong way: it took `LT.lt 0` as the predicate and the number `u i` as the element. So it expected `u i` to lie in a filtered set of real numbers, while `h ▸ mem_univ i` proved that the state `i` lies in the set of occupied states. The rewriting itself had worked, and the mismatch is between the two memberships.

The repair states the wanted membership in full as `hiS`, and proves it by `rw [h]` and `mem_univ i`. `Finset.mem_filter.mp hiS` then takes predicate and element from the type of `hiS`, and its second half is `0 < u i`. The change from `fun h =>` to `by` with `intro h` is only a matter of layout.
